# Kernel ridge errors on an omitted block of structures follow from the inverse of the full regularised kernel matrix

To choose the regularisation of a kernel ridge potential, I leave out one molecular dynamics trajectory at a time, refit on the others and sum the squared energy errors on the omitted frames. For a single omitted frame I know a shortcut: divide its coefficient in the full fit by the matching diagonal entry of the inverse of the regularised kernel matrix. But frames of one trajectory resemble each other, so I have to omit them together. Does the shortcut survive for a whole block, or do I need the refits? And if a block of the inverse has to be inverted, could nearly identical frames make it singular?

## Invert the block, not its diagonal entries

The shortcut survives, with the division replaced by a linear solve of the size of the block. If the kernel matrix is positive semidefinite and the regularisation is positive, the block is never singular, even for identical frames.

Let $x_i$ be the training structures, $y_i$ their energies (the labels) and $K_{ij}=k(x_i,x_j)$ the kernel matrix. With $\lambda>0$ and $C=K+\lambda I$, the full fit has coefficients $\alpha=C^{-1}y$ and predicts $\sum_j k(z,x_j)\alpha_j$ at a structure $z$. Let $B$ be the omitted block and $A$ the kept structures. The refitted model has coefficients $\beta=C_{AA}^{-1}y_A$, and its errors on the block are

$$e_i=y_i-\sum_{j\in A}k(x_i,x_j)\beta_j,\qquad i\in B.$$

**The inverses exist.** If $Cv=0$, then $0=v^TKv+\lambda\,v^Tv$. Both terms are nonnegative, so $v^Tv=0$ and $v=0$. The same argument applies to $C_{AA}$, because $K_{AA}$ is also positive semidefinite.

**The refit solves a full-size equation.** Let $\tilde\beta$ be $\beta$ on $A$ and zero on $B$, and let $\tilde e$ be $e$ on $B$ and zero on $A$. Then
$$C\tilde\beta+\tilde e=y.$$
In the rows of $A$ this is $C_{AA}\beta=y_A$. In a row $i\in B$ the $\lambda$ term multiplies $\tilde\beta_i=0$, and what remains says that prediction plus error equals label.

**The block equation.** Multiplying by $C^{-1}$ gives $\tilde\beta+C^{-1}\tilde e=C^{-1}y$. On $B$ the first term vanishes, so
$$(C^{-1})_{BB}\,e=(C^{-1}y)_B.$$

**The block is nonsingular.** This equation holds for any labels. Take column $j\in B$ of $C$ as labels. The right-hand side becomes column $j$ of the identity on $B$, and the held-out errors become column $j$ of
$$S=C_{BB}-C_{BA}C_{AA}^{-1}C_{AB}.$$
Hence $(C^{-1})_{BB}S=I$. For square matrices this makes $(C^{-1})_{BB}$ invertible, and therefore
$$e=\big((C^{-1})_{BB}\big)^{-1}(C^{-1}y)_B.$$

## Three structures that the kernel cannot tell apart

Let $k=1$ for every pair of three structures, $\lambda=1$ and $y=(2,4,7)$. Omit structures 2 and 3. The refit has $\beta_1=2/2=1$ and predicts 1 everywhere, so the errors are $(3,6)$.

From the full fit, $C^{-1}=I-\tfrac14J$, where $J$ is the matrix of ones, and $C^{-1}y=(-\tfrac54,\tfrac34,\tfrac{15}4)$. The formula gives
$$\begin{pmatrix}3/4&-1/4\\-1/4&3/4\end{pmatrix}^{-1}\begin{pmatrix}3/4\\15/4\end{pmatrix}=\begin{pmatrix}3/2&1/2\\1/2&3/2\end{pmatrix}\begin{pmatrix}3/4\\15/4\end{pmatrix}=\begin{pmatrix}3\\6\end{pmatrix}.$$

Dividing by the diagonal entries gives 1 and 5 instead. Those are the errors when each structure is omitted alone and its twin stays in the training set.

## An indefinite kernel matrix can make the block singular

Take $\lambda=1$ and
$$K=\begin{pmatrix}-1&1\\1&0\end{pmatrix},\quad C=\begin{pmatrix}0&1\\1&1\end{pmatrix},\quad C^{-1}=\begin{pmatrix}-1&1\\1&0\end{pmatrix}.$$
For $B=\{2\}$ the block $(C^{-1})_{BB}$ is the number 0. Symmetry of $K$, $\lambda>0$ and a nonsingular $C$ are therefore not enough together. The refit fails as well, since $C_{AA}=0$.

## What the Lean theorems say about the refit

In the Lean code `X` is the space of structures, `ι` a finite set of indices for the training structures, and `x`, `y`, `k` are as above; $\lambda$ is written `lam`. The block is a predicate `B` on `ι`, so `{i // B i}` indexes the omitted structures and `{i // ¬ B i}` the kept ones. `regMatrix` is $C$, `coeffs` is $C^{-1}y$ and `fit` is the predictor. The refitted model `heldOutFit` is this same `fit` applied to the kept structures, so the shortcut is not hidden in a definition. `heldOutError` is label minus prediction, and `inverseBlock` is $(C^{-1})_{BB}$. The matrix $S$, usually called a Schur complement, is named `residualKernel`.

The hypothesis `hK` says that the kernel matrix of the training structures is positive semidefinite, which includes symmetry; it holds when the kernel is an inner product of descriptor vectors. The hypothesis `hlam` says $\lambda>0$: the fit need not reproduce its reference energies exactly, as suits data with noise or with detail that the descriptors cannot resolve.

`heldOutError_eq` states that the determinant of the block is a unit, meaning nonzero, and that the errors obey the formula. The block may be empty, or may be the whole training set; in the latter case the refit predicts zero and the errors are the labels themselves.

`crossValidation_score` is your sum over trajectories. A function `fold` assigns each structure to a fold. The left side sums the squared errors of the refits, and the right side uses only the one full $C^{-1}$ and the labels, through the blocks $(C^{-1})_{BB}$ and the coefficients $C^{-1}y$. Divide by the number of structures to get the mean squared error.

The value of $\lambda$ is the same in the full fit and in every refit. If your program minimises the average squared error, it adds $n\lambda$ to the diagonal for $n$ structures, and a refit that keeps its $\lambda$ then has a different ridge.

The step that you have to check yourself is that your refit changes nothing but the coefficients. If it also recomputes an energy offset, a descriptor scaling or a kernel width from the kept structures, it is a different model from `heldOutFit`.

Within these limits, the result lets you score regularisations and kernels for potentials fitted to electronic-structure energies, for full kernel ridge models with one real label per structure, without refitting for each fold.

```lean
import Mathlib

open Matrix

namespace KernelBlockCrossValidation

noncomputable section

/-- The kernel matrix `K i j = k (x i) (x j)` of a family of structures. -/
def kernelMatrix {X ι : Type*} (k : X → X → ℝ) (x : ι → X) : Matrix ι ι ℝ :=
  Matrix.of fun i j => k (x i) (x j)

variable {X ι : Type*} [Fintype ι] [DecidableEq ι] (B : ι → Prop) [DecidablePred B]
  (k : X → X → ℝ) (x : ι → X) (lam : ℝ) (y : ι → ℝ)

/-- The regularised kernel matrix `C = K + lam I`. -/
def regMatrix : Matrix ι ι ℝ := kernelMatrix k x + lam • (1 : Matrix ι ι ℝ)

/-- The kernel ridge coefficients `C⁻¹ y`, for nonsingular `C`. -/
def coeffs : ι → ℝ := (regMatrix k x lam)⁻¹ *ᵥ y

/-- The kernel ridge prediction at a structure `z`, for nonsingular `C`. -/
def fit (z : X) : ℝ := ∑ j, k z (x j) * coeffs k x lam y j

/-- The coefficients of the model trained only on the structures outside the block `B`,
for a nonsingular regularised kernel matrix of those structures. -/
def heldOutCoeffs : {i // ¬ B i} → ℝ :=
  coeffs k (fun a : {i // ¬ B i} => x a) lam (fun a : {i // ¬ B i} => y a)

/-- The prediction at `z` of the model trained only on the structures outside `B`,
for a nonsingular regularised kernel matrix of those structures. -/
def heldOutFit (z : X) : ℝ :=
  fit k (fun a : {i // ¬ B i} => x a) lam (fun a : {i // ¬ B i} => y a) z

/-- The errors, label minus prediction, of the held-out model on the omitted block `B`,
for a nonsingular regularised kernel matrix of the kept structures. -/
def heldOutError : {i // B i} → ℝ := fun i => y i - heldOutFit B k x lam y (x i)

/-- The block `(C⁻¹)_BB` of the inverse of the full matrix, for nonsingular `C`. -/
def inverseBlock : Matrix {i // B i} {i // B i} ℝ :=
  (regMatrix k x lam)⁻¹.submatrix Subtype.val Subtype.val

/-- The regularised kernel on `B` minus its held-out prediction from the kept structures,
for a nonsingular regularised kernel matrix of those structures. -/
def residualKernel : Matrix {i // B i} {i // B i} ℝ :=
  Matrix.of fun i j => (k (x i) (x j) + if (i : ι) = (j : ι) then lam else 0) -
    heldOutFit B k x lam (fun a => k (x a) (x j)) (x i)

/-- Values on the block `B`, continued by zero to all structures. -/
def extend (v : {i // B i} → ℝ) : ι → ℝ := fun i => if h : B i then v ⟨i, h⟩ else 0

omit [DecidableEq ι] in
/-- A weighted sum of values continued by zero runs over the block only. -/
theorem sum_extend (g : ι → ℝ) (v : {i // B i} → ℝ) :
    ∑ j, g j * extend B v j = ∑ a : {i // B i}, g a * v a := by
  rw [← Fintype.sum_subtype_add_sum_subtype B (fun j => g j * extend B v j)]
  have h1 : ∀ a : {i // B i}, g a * extend B v a = g a * v a := fun a => by
    rw [show extend B v a = v a from dif_pos a.2]
  have h2 : ∀ a : {i // ¬ B i}, g a * extend B v a = 0 := fun a => by
    rw [show extend B v a = 0 from dif_neg a.2, mul_zero]
  simp only [h1, h2, Finset.sum_const_zero, add_zero]

variable {k x lam}

/-- `C` acts on coefficients as the kernel sum plus `lam` times the coefficient. -/
theorem regMatrix_mulVec_apply (v : ι → ℝ) (i : ι) :
    (regMatrix k x lam *ᵥ v) i = ∑ j, k (x i) (x j) * v j + lam * v i := by
  rw [regMatrix, Matrix.add_mulVec, Matrix.smul_mulVec, Matrix.one_mulVec]
  rfl

variable (hK : (kernelMatrix k x).PosSemidef) (hlam : 0 < lam)
include hK hlam

/-- For a positive semidefinite kernel matrix and `lam > 0`, the matrix `C` is nonsingular. -/
theorem regMatrix_isUnit_det : IsUnit (regMatrix k x lam).det := by
  refine isUnit_iff_ne_zero.mpr fun h => ?_
  obtain ⟨v, hv, h0⟩ := Matrix.exists_mulVec_eq_zero_iff.mpr h
  have h1 := hK.dotProduct_mulVec_nonneg v
  rw [star_trivial] at h1
  have h2 : v ⬝ᵥ (regMatrix k x lam *ᵥ v) = 0 := by rw [h0, dotProduct_zero]
  rw [regMatrix, Matrix.add_mulVec, Matrix.smul_mulVec, Matrix.one_mulVec, dotProduct_add,
    dotProduct_smul, smul_eq_mul] at h2
  have h3 : 0 ≤ v ⬝ᵥ v := Finset.sum_nonneg fun i _ => mul_self_nonneg (v i)
  have h4 := mul_pos hlam
    (lt_of_le_of_ne h3 fun h => hv (dotProduct_self_eq_zero.mp h.symm))
  linarith

/-- For a positive semidefinite kernel matrix and `lam > 0`, the held-out coefficients, with
zeros on `B`, solve the full ridge equations once the held-out errors are split off. -/
theorem heldOut_ridge_equation :
    regMatrix k x lam *ᵥ extend (fun i => ¬ B i) (heldOutCoeffs B k x lam y) +
      extend B (heldOutError B k x lam y) = y := by
  have hKA : (kernelMatrix k (fun a : {i // ¬ B i} => x a)).PosSemidef :=
    hK.submatrix Subtype.val
  have hA : regMatrix k (fun a : {i // ¬ B i} => x a) lam *ᵥ heldOutCoeffs B k x lam y =
      fun a : {i // ¬ B i} => y a := by
    rw [heldOutCoeffs, coeffs, Matrix.mulVec_mulVec,
      Matrix.mul_nonsing_inv _ (regMatrix_isUnit_det hKA hlam), Matrix.one_mulVec]
  funext i
  have hs : ∑ j, k (x i) (x j) * extend (fun i => ¬ B i) (heldOutCoeffs B k x lam y) j =
      ∑ a : {i // ¬ B i}, k (x i) (x a) * heldOutCoeffs B k x lam y a :=
    sum_extend (fun i => ¬ B i) (fun j => k (x i) (x j)) _
  rw [Pi.add_apply, regMatrix_mulVec_apply, hs]
  by_cases h : B i
  · -- on the block: prediction plus error is the label
    rw [show extend (fun i => ¬ B i) (heldOutCoeffs B k x lam y) i = 0 from
        dif_neg (not_not.mpr h),
      show extend B (heldOutError B k x lam y) i = heldOutError B k x lam y ⟨i, h⟩ from
        dif_pos h, mul_zero, add_zero]
    simp only [heldOutError, heldOutFit, fit, heldOutCoeffs]
    ring
  · -- outside the block: the ridge equations of the held-out model
    have e := congrFun hA ⟨i, h⟩
    rw [regMatrix_mulVec_apply] at e
    rw [show extend (fun i => ¬ B i) (heldOutCoeffs B k x lam y) i =
        heldOutCoeffs B k x lam y ⟨i, h⟩ from dif_pos h,
      show extend B (heldOutError B k x lam y) i = 0 from dif_neg h, add_zero]
    exact e

/-- For a positive semidefinite kernel matrix and `lam > 0`, the block `(C⁻¹)_BB` maps the
held-out errors to the coefficients of the full fit on `B`. -/
theorem inverseBlock_mulVec_heldOutError :
    inverseBlock B k x lam *ᵥ heldOutError B k x lam y =
      fun i : {i // B i} => coeffs k x lam y i := by
  funext i
  have h := congrArg (fun v => (regMatrix k x lam)⁻¹ *ᵥ v)
    (heldOut_ridge_equation B y hK hlam)
  simp only [Matrix.mulVec_add, Matrix.mulVec_mulVec,
    Matrix.nonsing_inv_mul _ (regMatrix_isUnit_det hK hlam), Matrix.one_mulVec] at h
  have hi := congrFun h i
  rw [Pi.add_apply, show extend (fun i => ¬ B i) (heldOutCoeffs B k x lam y) i = 0 from
    dif_neg (not_not.mpr i.2), zero_add] at hi
  exact (sum_extend B (fun j => (regMatrix k x lam)⁻¹ i j)
    (heldOutError B k x lam y)).symm.trans hi

/-- For a positive semidefinite kernel matrix and `lam > 0`, the block `(C⁻¹)_BB` times the residual
kernel on `B` is the identity matrix. -/
theorem inverseBlock_mul_residualKernel :
    inverseBlock B k x lam * residualKernel B k x lam = 1 := by
  ext i j
  have hreg : ∀ a c : ι, regMatrix k x lam a c =
      k (x a) (x c) + if a = c then lam else 0 := fun a c => by
    simp [regMatrix, kernelMatrix, Matrix.one_apply]
  have hl : (fun a : {i // ¬ B i} => regMatrix k x lam a j) =
      fun a : {i // ¬ B i} => k (x a) (x j) := by
    funext a
    have hne : (a : ι) ≠ (j : ι) := fun h => a.2 (by rw [h]; exact j.2)
    rw [hreg, if_neg hne, add_zero]
  -- column j of the residual kernel is the held-out error for column j of C as labels
  have e : (fun b => residualKernel B k x lam b j) =
      heldOutError B k x lam (fun a => regMatrix k x lam a j) := by
    funext b
    change _ = regMatrix k x lam b j - fit k (fun a : {i // ¬ B i} => x a) lam
      (fun a : {i // ¬ B i} => regMatrix k x lam a j) (x b)
    rw [hl, hreg]
    rfl
  have hr : coeffs k x lam (fun a => regMatrix k x lam a j) i = (1 : Matrix ι ι ℝ) i j :=
    congrFun (congrFun (Matrix.nonsing_inv_mul _ (regMatrix_isUnit_det hK hlam)) i) j
  change (inverseBlock B k x lam *ᵥ fun b => residualKernel B k x lam b j) i = _
  rw [e, inverseBlock_mulVec_heldOutError B _ hK hlam]
  refine hr.trans ?_
  simp [Matrix.one_apply, Subtype.ext_iff]

/-- For a positive semidefinite kernel matrix and `lam > 0`, the block `(C⁻¹)_BB` is
nonsingular and the errors on the omitted block are `((C⁻¹)_BB)⁻¹ (C⁻¹ y)_B`. -/
theorem heldOutError_eq :
    IsUnit (inverseBlock B k x lam).det ∧
      heldOutError B k x lam y = (inverseBlock B k x lam)⁻¹ *ᵥ
        (fun i : {i // B i} => ((regMatrix k x lam)⁻¹ *ᵥ y) i) := by
  have hu : IsUnit (inverseBlock B k x lam).det :=
    Matrix.isUnit_det_of_right_inverse (inverseBlock_mul_residualKernel B hK hlam)
  refine ⟨hu, ?_⟩
  change _ = (inverseBlock B k x lam)⁻¹ *ᵥ (fun i : {i // B i} => coeffs k x lam y i)
  rw [← inverseBlock_mulVec_heldOutError B y hK hlam, Matrix.mulVec_mulVec,
    Matrix.nonsing_inv_mul _ hu, Matrix.one_mulVec]

/-- For a positive semidefinite kernel matrix and `lam > 0`, the summed squared error of
cross-validation is the sum, over all folds `B`, of the squared entries of `((C⁻¹)_BB)⁻¹ (C⁻¹ y)_B`.
-/
theorem crossValidation_score {F : Type*} [Fintype F] [DecidableEq F] (fold : ι → F) :
    ∑ i, (y i - heldOutFit (fun j => fold j = fold i) k x lam y (x i)) ^ 2 =
      ∑ f, ∑ i : {i // fold i = f}, (((inverseBlock (fun j => fold j = f) k x lam)⁻¹ *ᵥ
        (fun b : {i // fold i = f} => ((regMatrix k x lam)⁻¹ *ᵥ y) b)) i) ^ 2 := by
  rw [← Fintype.sum_fiberwise fold]
  refine Finset.sum_congr rfl fun f _ => Finset.sum_congr rfl fun i _ => ?_
  obtain ⟨i, rfl⟩ := i
  have h := congrFun (heldOutError_eq (fun j => fold j = fold i) y hK hlam).2 ⟨i, rfl⟩
  exact congrArg (fun t : ℝ => t ^ 2) h

end

end KernelBlockCrossValidation
```

```lean
#print axioms KernelBlockCrossValidation.inverseBlock_mulVec_heldOutError
-- 'KernelBlockCrossValidation.inverseBlock_mulVec_heldOutError' depends on axioms: [propext, Classical.choice, Quot.sound]
#print axioms KernelBlockCrossValidation.crossValidation_score
-- 'KernelBlockCrossValidation.crossValidation_score' depends on axioms: [propext, Classical.choice, Quot.sound]
```

## From the padded equation to the fold sum

`regMatrix_isUnit_det` is the first step of the derivation. A zero determinant would supply a nonzero $v$ with $Cv=0$, and `linarith` finds the contradiction: $v^TKv\ge0$ and $\lambda\,v^Tv>0$ cannot add up to $v^TCv=0$.

The function `extend` pads a vector on a block with zeros, and `sum_extend` reduces a sum over a padded vector to the block. With `regMatrix_mulVec_apply`, which writes out a row of $Cv$, this gives `heldOut_ridge_equation`, the identity $C\tilde\beta+\tilde e=y$. Its `by_cases` separates the rows in $B$ from the rows in $A$. The kept matrix is nonsingular by the first lemma, since `hK.submatrix` passes positivity on to $K_{AA}$.

`inverseBlock_mulVec_heldOutError` multiplies that identity by $C^{-1}$ and reads off a row in $B$, where the padded coefficients are zero. This is the block equation.

`inverseBlock_mul_residualKernel` proves $(C^{-1})_{BB}S=I$ column by column. The intermediate fact `e` identifies a column of $S$ with the held-out errors for a column of $C$ as labels. The fact `hl` records that $\lambda$ does not enter the labels of the kept structures, because a kept index never equals an omitted one.

In `heldOutError_eq`, the right inverse $S$ gives nonsingularity, and multiplying the block equation by the inverse of the block gives the errors. For `crossValidation_score`, `Fintype.sum_fiberwise` groups the sum over structures by fold, and the block formula is applied to each term.
